# The Z-vector gives the energy gradient of a two-level coupled-cluster model without the amplitude response

## A gradient that seems to be all response

Take two states with reference energy 0, coupling 1 and excited energy $x$. Coupled cluster with a single amplitude $t$ solves $1 + xt - t^2 = 0$ and gives the energy $E = t$. At $x = 0$ the lower solution is $t = -1$. Its branch is $t = (x - \sqrt{x^2+4})/2$, so $dE/dx = 1/2$ there.

What puzzles me is that the energy formula $E = t$ doesn't contain $x$ at all. The whole gradient comes from the change of the amplitude. Yet I'm told that a multiplier $z = t/(1+t^2)$, which is computed at $x = 0$ and knows nothing about the perturbation, replaces $dt/dx$. I'm also told that the result is the Hellmann–Feynman expectation value, although the coupled-cluster energy is a projection and isn't made stationary in $t$. How can both be true?

## The multiplier carries the response for every perturbation

In your example $z = -1/2$. The perturbation changes the left side of the amplitude equation, at fixed $t$, by $t = -1$ per unit of $x$. The product is $1/2$, which is the full gradient. The normalised state is $(1,-1)/\sqrt2$, its weight on the excited level is $1/2$, and so the expectation value of $dH/dx$ is also $1/2$. The same agreement holds for any real symmetric two-level Hamiltonian with differentiable matrix elements, as long as the state has an amplitude that changes continuously with the parameter.

### From the amplitude equation to the multiplier

Let

$$H = \begin{pmatrix} a & b\\ b & d\end{pmatrix},\qquad v = \begin{pmatrix}1\\ t\end{pmatrix},$$

with reference energy $a$, coupling $b$ and excited energy $d$. The first row of $Hv = Ev$ gives $E = a + bt$. The second row gives $b + dt = Et$, and inserting $E$ turns it into

$$R = b + (d-a)t - bt^2 = 0.$$

So a solution of the amplitude equation is an exact eigenvector, written with first component 1.

Now add the constraint to the energy with a multiplier: $L = a + bt + zR$. Its derivative in $t$ is

$$\frac{\partial L}{\partial t} = b + z(d - a - 2bt).$$

From $R = 0$ we have $(d-a)t = bt^2 - b$, hence

$$t(d-a-2bt) = -b(1+t^2).$$

Multiplying $\partial L/\partial t = 0$ by $t$ therefore gives $bt = zb(1+t^2)$, and for $b \neq 0$ this means $z = t/(1+t^2)$. Conversely, with this $z$,

$$(1+t^2)\frac{\partial L}{\partial t} = b(1+t^2) + t(d-a-2bt) = 0.$$

### How the amplitude derivative disappears

Let a prime denote the derivative with respect to the parameter, and suppose for now that $t$ is differentiable. Differentiating $R = 0$ gives

$$R_1 + (d-a-2bt)\,t' = 0,\qquad R_1 = b' + (d'-a')t - b't^2 .$$

Here $R_1$ is the change of the residual at fixed amplitude. Multiply by $t$ and use the same identity as before: $tR_1 = b(1+t^2)t'$, that is, $bt' = zR_1$. The energy derivative is then

$$E' = a' + b't + bt' = a' + b't + zR_1 .$$

The terms $a' + b't$ are the explicit change of the energy at fixed amplitude. In the response term $zR_1$ the perturbation enters only through $R_1$, which is why one $z$ serves all perturbations. Over the common denominator $1+t^2$, the numerator is

$$(a'+b't)(1+t^2) + b't + (d'-a')t^2 - b't^3 = a' + 2b't + d't^2 ,$$

so that

$$E' = \frac{a' + 2b't + d't^2}{1+t^2} = \frac{v^{T}H'v}{v^{T}v}.$$

This answers the second half of your question. The projected energy isn't stationary in $t$, but here the amplitude equation makes $v$ an exact eigenvector, and for an eigenvector of a symmetric matrix the Hellmann–Feynman expression holds.

### The same gradient from a finite difference

The derivative of $t$ can be avoided altogether. Take two parameter values, labelled 0 and 1, with $H_0v_0 = E_0v_0$ and $H_1v_1 = E_1v_1$. Since $H_0$ is symmetric,

$$v_0^T(H_1-H_0)v_1 = (E_1-E_0)\,v_0^Tv_1 .$$

Written out, with $\Delta$ for the value at 1 minus the value at 0,

$$(E_1-E_0)(1+t_0t_1) = \Delta a + \Delta b\,(t_0+t_1) + \Delta d\,t_0t_1 .$$

Divide by the parameter step and let it go to zero. If $t$ is continuous, $1+t_0t_1$ tends to $1+t^2 > 0$, and the quotient tends to $(a'+2b't+d't^2)/(1+t^2)$.

### What the theorems say

The definitions `residual`, `energy`, `lagrangian` and `zvec` are $R$, $a+bt$, $L$ and $t/(1+t^2)$. In `response_elimination` and `zvector_gradient`, `a`, `b`, `d` and `t` are real functions of one real parameter, and `x` is the point where the gradient is taken. The names `a'`, `b'`, `d'` stand for real numbers, which hypotheses such as `HasDerivAt a a' x` identify as derivatives. They are total derivatives of the matrix elements, so any effect of changing orbitals must already be in them. The expression `residual a' b' d' (t x)` is $R_1$, because the residual is linear in the three matrix elements.

- `residual_eq_zero_iff_eigenvector` says that the amplitude equation is equivalent to $Hv = Ev$ with $E = a + bt$.
- `lagrangian_stationary_iff` says that, for $b \neq 0$ and a solved amplitude equation, $L$ is stationary in $t$ exactly when $z = t/(1+t^2)$. If $b = 0$ and $a = d$, every $z$ makes it stationary.
- `response_elimination` is $bt' = zR_1$ for a differentiable amplitude.
- `energy_difference` is the finite-difference identity.
- `zvector_gradient` is the main result. It assumes that `a`, `b`, `d` are differentiable at `x`, that `t` is continuous at `x`, and that the amplitude equation holds for all parameter values near `x`, which is the meaning of `∀ᶠ y in 𝓝 x`. It concludes that the energy has the Z-vector derivative and that this equals the normalised expectation value.

The main result needs neither $b \neq 0$ nor a differentiable amplitude. Continuity stands for following one electronic state. In your example, choosing $t=-1$ at $x=0$ and the positive root everywhere else satisfies the amplitude equation, but the energy jumps.

Two conventions matter. The vector $(1,t)$ is in intermediate normalisation, so a state with no reference component can't be written this way. And the name "Z-vector" is used here for the multiplier of the amplitude equation, which coupled-cluster texts often call $\Lambda$; elsewhere the name often refers to orbital response.

In electronic-structure programs the same elimination lets one set of multipliers serve the gradient with respect to all nuclear coordinates; what is shown here is the case of one amplitude and two real states. Practical calculations usually also truncate the cluster operator. Solving the amplitude equations then doesn't in general make the state an eigenvector, and the agreement with the ordinary expectation value is generally lost.

```lean
import Mathlib

open Filter Topology Matrix

namespace TwoLevelZVector

noncomputable section

/-- The coupled-cluster amplitude residual for reference energy `a`, coupling `b`,
excited energy `d` and amplitude `t`. -/
def residual (a b d t : ℝ) : ℝ := b + (d - a) * t - b * t ^ 2

/-- The coupled-cluster energy, obtained by projection on the reference state. -/
def energy (a b t : ℝ) : ℝ := a + b * t

/-- The energy Lagrangian: the energy plus a multiplier `z` times the amplitude residual. -/
def lagrangian (a b d t z : ℝ) : ℝ := energy a b t + z * residual a b d t

/-- The closed form of the Z-vector as a function of the amplitude. -/
def zvec (t : ℝ) : ℝ := t / (1 + t ^ 2)

/-- The amplitude equation holds exactly when `(1, t)` is an eigenvector of the two-level
Hamiltonian with the coupled-cluster energy as eigenvalue. -/
theorem residual_eq_zero_iff_eigenvector (a b d t : ℝ) :
    residual a b d t = 0 ↔
      !![a, b; b, d] *ᵥ ![1, t] = energy a b t • ![1, t] := by
  unfold residual
  constructor
  · intro h
    ext i
    fin_cases i
    · simp [Matrix.mulVec, dotProduct, Fin.sum_univ_two, energy]
    · simp [Matrix.mulVec, dotProduct, Fin.sum_univ_two, energy]
      linear_combination h
  · intro h
    have h1 := congrFun h 1
    simp [Matrix.mulVec, dotProduct, Fin.sum_univ_two, energy] at h1
    linear_combination h1

/-- For nonzero coupling and an amplitude that solves the amplitude equation, the Lagrangian is
stationary in the amplitude exactly when the multiplier is `t / (1 + t ^ 2)`. -/
theorem lagrangian_stationary_iff {a b d t : ℝ} (z : ℝ) (hb : b ≠ 0)
    (hR : residual a b d t = 0) :
    HasDerivAt (fun s => lagrangian a b d s z) 0 t ↔ z = zvec t := by
  have hne : 1 + t ^ 2 ≠ 0 := by positivity
  have hsq : HasDerivAt (fun s : ℝ => s ^ 2) (2 * t) t := by
    simpa using hasDerivAt_pow 2 t
  have h1 := hasDerivAt_id' t
  -- the amplitude derivative of the Lagrangian
  have hder : HasDerivAt (fun s => lagrangian a b d s z)
      (b + z * ((d - a) - 2 * b * t)) t := by
    have h := ((h1.const_mul b).const_add a).fun_add
      ((((h1.const_mul (d - a)).const_add b).fun_sub (hsq.const_mul b)).const_mul z)
    refine h.congr_deriv ?_
    ring
  unfold residual at hR
  unfold zvec
  rw [eq_div_iff hne]
  constructor
  · intro h0
    have e := hder.unique h0
    apply mul_left_cancel₀ hb
    linear_combination z * hR - t * e
  · intro hz
    refine hder.congr_deriv ?_
    apply mul_left_cancel₀ hne
    linear_combination hR + ((d - a) - 2 * b * t) * hz

/-- If the Hamiltonian elements and the amplitude are differentiable at `x` and the amplitude solves
the amplitude equation near `x`, the amplitude's response contribution to the energy gradient equals
the Z-vector times the residual built from the derivatives of the Hamiltonian elements. -/
theorem response_elimination {a b d t : ℝ → ℝ} {a' b' d' t' x : ℝ}
    (ha : HasDerivAt a a' x) (hb : HasDerivAt b b' x) (hd : HasDerivAt d d' x)
    (ht : HasDerivAt t t' x)
    (hR : ∀ᶠ y in 𝓝 x, residual (a y) (b y) (d y) (t y) = 0) :
    b x * t' = zvec (t x) * residual a' b' d' (t x) := by
  have hne : 1 + t x ^ 2 ≠ 0 := by positivity
  have hx : residual (a x) (b x) (d x) (t x) = 0 := hR.self_of_nhds
  have hsq : HasDerivAt (fun y => t y ^ 2) (2 * t x * t') x := by
    simpa using ht.fun_pow 2
  -- differentiate the amplitude equation
  have h := (hb.fun_add ((hd.fun_sub ha).fun_mul ht)).fun_sub (hb.fun_mul hsq)
  have h0 : HasDerivAt (fun y => b y + (d y - a y) * t y - b y * t y ^ 2) 0 x :=
    (hasDerivAt_const x (0 : ℝ)).congr_of_eventuallyEq hR
  have e := h.unique h0
  unfold residual at hx ⊢
  rw [zvec, div_mul_eq_mul_div, eq_div_iff hne]
  linear_combination t' * hx - t x * e

/-- For two Hamiltonians whose amplitudes solve their respective amplitude equations, the energy
difference times the overlap `1 + t₀ * t₁` of the vectors `(1, t₀)` and `(1, t₁)` equals the matrix
element of the change of the Hamiltonian between these vectors. -/
theorem energy_difference {a₀ b₀ d₀ t₀ a₁ b₁ d₁ t₁ : ℝ}
    (h₀ : residual a₀ b₀ d₀ t₀ = 0) (h₁ : residual a₁ b₁ d₁ t₁ = 0) :
    (energy a₁ b₁ t₁ - energy a₀ b₀ t₀) * (1 + t₀ * t₁) =
      (a₁ - a₀) + (b₁ - b₀) * (t₁ + t₀) + (d₁ - d₀) * (t₀ * t₁) := by
  unfold residual at h₀ h₁
  unfold energy
  linear_combination (-t₀) * h₁ + t₁ * h₀

/-- Z-vector gradient: if the Hamiltonian elements are differentiable at `x` and the amplitude is
continuous at `x` and solves the amplitude equation near `x`, the energy has the stated derivative,
which equals the normalized expectation value of the Hamiltonian derivative in `(1, t)`. -/
theorem zvector_gradient {a b d t : ℝ → ℝ} {a' b' d' x : ℝ}
    (ha : HasDerivAt a a' x) (hb : HasDerivAt b b' x) (hd : HasDerivAt d d' x)
    (ht : ContinuousAt t x)
    (hR : ∀ᶠ y in 𝓝 x, residual (a y) (b y) (d y) (t y) = 0) :
    HasDerivAt (fun y => energy (a y) (b y) (t y))
      (a' + b' * t x + zvec (t x) * (b' + (d' - a') * t x - b' * t x ^ 2)) x ∧
    a' + b' * t x + zvec (t x) * (b' + (d' - a') * t x - b' * t x ^ 2) =
      (a' + 2 * b' * t x + d' * t x ^ 2) / (1 + t x ^ 2) := by
  have hne : 1 + t x ^ 2 ≠ 0 := by positivity
  have hne' : 1 + t x * t x ≠ 0 := by
    rw [← pow_two]
    exact hne
  have heq : a' + b' * t x + zvec (t x) * (b' + (d' - a') * t x - b' * t x ^ 2) =
      (a' + 2 * b' * t x + d' * t x ^ 2) / (1 + t x ^ 2) := by
    rw [eq_div_iff hne]
    have hz : zvec (t x) * (1 + t x ^ 2) = t x := div_mul_cancel₀ _ hne
    linear_combination (b' + (d' - a') * t x - b' * t x ^ 2) * hz
  refine ⟨?_, heq⟩
  have hx : residual (a x) (b x) (d x) (t x) = 0 := hR.self_of_nhds
  have hA := hasDerivAt_iff_tendsto_slope.mp ha
  have hB := hasDerivAt_iff_tendsto_slope.mp hb
  have hD := hasDerivAt_iff_tendsto_slope.mp hd
  have hT : Tendsto t (𝓝[≠] x) (𝓝 (t x)) := ht.tendsto.mono_left nhdsWithin_le_nhds
  have hden : Tendsto (fun y => 1 + t x * t y) (𝓝[≠] x) (𝓝 (1 + t x * t x)) :=
    (hT.const_mul (t x)).const_add 1
  -- the limit of the exact difference quotient
  have hlim : Tendsto (fun y => (slope a x y + slope b x y * (t y + t x)
      + slope d x y * (t x * t y)) / (1 + t x * t y)) (𝓝[≠] x)
      (𝓝 ((a' + b' * (t x + t x) + d' * (t x * t x)) / (1 + t x * t x))) :=
    ((hA.add (hB.mul (hT.add_const (t x)))).add (hD.mul (hT.const_mul (t x)))).div hden hne'
  have hv : (a' + 2 * b' * t x + d' * t x ^ 2) / (1 + t x ^ 2) =
      (a' + b' * (t x + t x) + d' * (t x * t x)) / (1 + t x * t x) := by
    congr 1 <;> ring
  rw [heq, hv, hasDerivAt_iff_tendsto_slope]
  refine hlim.congr' ?_
  filter_upwards [hR.filter_mono nhdsWithin_le_nhds,
    hden.eventually (isOpen_ne.mem_nhds hne')] with y hy hy1
  have key := energy_difference hx hy
  simp only [slope_def_field]
  rw [div_eq_iff hy1]
  linear_combination (-(1 / (y - x))) * key

end

end TwoLevelZVector
```

```lean
#print axioms TwoLevelZVector.residual_eq_zero_iff_eigenvector
-- 'TwoLevelZVector.residual_eq_zero_iff_eigenvector' depends on axioms: [propext, Classical.choice, Quot.sound]
#print axioms TwoLevelZVector.lagrangian_stationary_iff
-- 'TwoLevelZVector.lagrangian_stationary_iff' depends on axioms: [propext, Classical.choice, Quot.sound]
#print axioms TwoLevelZVector.response_elimination
-- 'TwoLevelZVector.response_elimination' depends on axioms: [propext, Classical.choice, Quot.sound]
#print axioms TwoLevelZVector.zvector_gradient
-- 'TwoLevelZVector.zvector_gradient' depends on axioms: [propext, Classical.choice, Quot.sound]
```

### How the Lean argument matches the algebra

Most of the algebra is done by `linear_combination`, which checks that an equation follows from given equations multiplied by stated factors and added. The factors are the ones used by hand.

For `residual_eq_zero_iff_eigenvector`, `fin_cases i` splits the vector equation into its two rows. The first row is the definition of the energy, and the second is the amplitude equation rearranged.

In `lagrangian_stationary_iff`, the step `hder` computes $\partial L/\partial t$. If zero is also a derivative, uniqueness of derivatives gives $b + z(d-a-2bt) = 0$. The combination `z * hR - t * e` is then the multiplication by $t$ together with the use of $R = 0$, after which the nonzero factor $b$ is cancelled. The converse cancels $1+t^2$, as above.

In `response_elimination`, the residual is differentiated by the sum and product rules. Because it vanishes near `x`, its derivative there is also zero, and uniqueness equates the two expressions. The last line multiplies by $t$ and eliminates $d-a$ with the amplitude equation. These two lemmas show where $z$ comes from; the main theorem is proved without them.

The proof of `energy_difference` combines the two amplitude equations with factors $-t_0$ and $t_1$. These are, up to sign, the second components of the vectors on which the two eigenvalue equations are projected.

The proof of `zvector_gradient` first establishes `heq`, the equality of the Z-vector form and the expectation value, using $z(1+t^2) = t$. It then restates each derivative as a limit of difference quotients, called `slope` in Lean. The step `hlim` takes the limit of the right side of the finite-difference identity, already divided by the parameter step and by $1+t(x)t(y)$. Continuity of the amplitude supplies the limits of the factors containing $t(y)$.

Finally, `filter_upwards` restricts attention to points $y$ near $x$ where the amplitude equation holds and $1+t(x)t(y)$ is nonzero. There `energy_difference` shows that the expression in `hlim` is the difference quotient of the energy, so the energy has the derivative claimed.
